# A conserved population difference that does not commute with a jump operator

A three-level system has zero Hamiltonian, and its upper level decays to each of two lower levels at unit rate, through one jump operator per lower level. The observable is the population difference of the lower levels, the diagonal matrix with entries 1, −1, 0. The theorem says that this matrix is Hermitian and is sent to zero by the Heisenberg-picture Lindblad generator, yet does not commute with the first jump operator. The proof checks the first two claims entry by entry, and refutes commutation by comparing the two products in row 0, column 2.

Lean 4 with Mathlib refuses this proof:

```lean
import Mathlib

open Matrix
open scoped ComplexOrder

namespace LindbladDissipation

noncomputable section

variable {n ι : Type*} [Fintype n] [DecidableEq n] [Fintype ι]

/-- The commutator `[A, B] = AB - BA`. -/
def comm (A B : Matrix n n ℂ) : Matrix n n ℂ := A * B - B * A

/-- The Heisenberg-picture dissipator `VᴴXV - {VᴴV, X}/2` of one jump operator `V`. -/
def dissipator (V X : Matrix n n ℂ) : Matrix n n ℂ :=
  Vᴴ * X * V - (1 / 2 : ℂ) • (Vᴴ * V * X + X * (Vᴴ * V))

/-- The Heisenberg-picture Lindblad generator with Hamiltonian `H` and jump operators `V k`. -/
def generator (H : Matrix n n ℂ) (V : ι → Matrix n n ℂ) (X : Matrix n n ℂ) :
    Matrix n n ℂ :=
  Complex.I • comm H X + ∑ k, dissipator (V k) X

/-- The jump operators of a three-level system whose upper level decays to either of two lower
levels at equal rates. -/
def decay : Fin 2 → Matrix (Fin 3) (Fin 3) ℂ :=
  ![!![0, 0, 1; 0, 0, 0; 0, 0, 0], !![0, 0, 0; 0, 0, 1; 0, 0, 0]]

/-- The population difference of the two lower levels. -/
def imbalance : Matrix (Fin 3) (Fin 3) ℂ := !![1, 0, 0; 0, -1, 0; 0, 0, 0]

/-- Under this decay with `H = 0` the population difference is Hermitian and has `L(X) = 0`,
yet it does not commute with the first jump operator. -/
theorem conserved_not_commuting :
    imbalance.IsHermitian ∧ generator 0 decay imbalance = 0 ∧
      ¬ Commute (decay 0) imbalance := by
  refine ⟨?_, ?_, ?_⟩
  · ext i j
    fin_cases i <;> fin_cases j <;> simp [imbalance]
  · ext i j
    fin_cases i <;> fin_cases j <;>
      simp [generator, dissipator, comm, decay, imbalance, Matrix.mul_apply,
        Fin.sum_univ_succ]
  · intro h
    have h02 := congrFun (congrFun h.eq 0) 2
    simp [decay, imbalance, Matrix.mul_apply, Fin.sum_univ_succ] at h02

end

end LindbladDissipation
```

Lean reports:

```
Main.lean:40:2: error: unsolved goals
case refine_2.«0».«0»
⊢ -(2⁻¹ * (![1, 0, 0] ᵥ* (!![0, 0, 0; 0, 0, 1; 0, 0, 0]ᴴ * !![0, 0, 0; 0, 0, 1; 0, 0, 0])) 0) +
      -(2⁻¹ * (![1, 0, 0] ᵥ* (!![0, 0, 1; 0, 0, 0; 0, 0, 0]ᴴ * !![0, 0, 1; 0, 0, 0; 0, 0, 0])) 0) =
    0

case refine_2.«0».«1»
⊢ -(2⁻¹ * (![1, 0, 0] ᵥ* (!![0, 0, 0; 0, 0, 1; 0, 0, 0]ᴴ * !![0, 0, 0; 0, 0, 1; 0, 0, 0])) 1) +
      -(2⁻¹ * (![1, 0, 0] ᵥ* (!![0, 0, 1; 0, 0, 0; 0, 0, 0]ᴴ * !![0, 0, 1; 0, 0, 0; 0, 0, 0])) 1) =
    0

case refine_2.«0».«2»
⊢ -(2⁻¹ * (![1, 0, 0] ᵥ* (!![0, 0, 0; 0, 0, 1; 0, 0, 0]ᴴ * !![0, 0, 0; 0, 0, 1; 0, 0, 0])) 2) +
      -(2⁻¹ * (![1, 0, 0] ᵥ* (!![0, 0, 1; 0, 0, 0; 0, 0, 0]ᴴ * !![0, 0, 1; 0, 0, 0; 0, 0, 0])) 2) =
    0

case refine_2.«1».«0»
⊢ -(2⁻¹ * (![0, -1, 0] ᵥ* (!![0, 0, 0; 0, 0, 1; 0, 0, 0]ᴴ * !![0, 0, 0; 0, 0, 1; 0, 0, 0])) 0) +
      -(2⁻¹ * (![0, -1, 0] ᵥ* (!![0, 0, 1; 0, 0, 0; 0, 0, 0]ᴴ * !![0, 0, 1; 0, 0, 0; 0, 0, 0])) 0) =
    0

case refine_2.«1».«1»
⊢ -(2⁻¹ * (![0, -1, 0] ᵥ* (!![0, 0, 0; 0, 0, 1; 0, 0, 0]ᴴ * !![0, 0, 0; 0, 0, 1; 0, 0, 0])) 1) +
      -(2⁻¹ * (![0, -1, 0] ᵥ* (!![0, 0, 1; 0, 0, 0; 0, 0, 0]ᴴ * !![0, 0, 1; 0, 0, 0; 0, 0, 0])) 1) =
    0

case refine_2.«1».«2»
⊢ -(2⁻¹ * (![0, -1, 0] ᵥ* (!![0, 0, 0; 0, 0, 1; 0, 0, 0]ᴴ * !![0, 0, 0; 0, 0, 1; 0, 0, 0])) 2) +
      -(2⁻¹ * (![0, -1, 0] ᵥ* (!![0, 0, 1; 0, 0, 0; 0, 0, 0]ᴴ * !![0, 0, 1; 0, 0, 0; 0, 0, 0])) 2) =
    0

case refine_2.«2».«0»
⊢ -(2⁻¹ * (![0, 0, 0] ᵥ* (!![0, 0, 0; 0, 0, 1; 0, 0, 0]ᴴ * !![0, 0, 0; 0, 0, 1; 0, 0, 0])) 0) +
      -(2⁻¹ * (![0, 0, 0] ᵥ* (!![0, 0, 1; 0, 0, 0; 0, 0, 0]ᴴ * !![0, 0, 1; 0, 0, 0; 0, 0, 0])) 0) =
    0

case refine_2.«2».«1»
⊢ -(2⁻¹ * (![0, 0, 0] ᵥ* (!![0, 0, 0; 0, 0, 1; 0, 0, 0]ᴴ * !![0, 0, 0; 0, 0, 1; 0, 0, 0])) 1) +
      -(2⁻¹ * (![0, 0, 0] ᵥ* (!![0, 0, 1; 0, 0, 0; 0, 0, 0]ᴴ * !![0, 0, 1; 0, 0, 0; 0, 0, 0])) 1) =
    0

case refine_2.«2».«2»
⊢ -(2⁻¹ * (![0, 0, 0] ᵥ* (!![0, 0, 0; 0, 0, 1; 0, 0, 0]ᴴ * !![0, 0, 0; 0, 0, 1; 0, 0, 0])) 2) +
      -(2⁻¹ * (![0, 0, 0] ᵥ* (!![0, 0, 1; 0, 0, 0; 0, 0, 0]ᴴ * !![0, 0, 1; 0, 0, 0; 0, 0, 0])) 2) =
    0
```

Diagnosis. The error lists nine unsolved goals, one for each matrix entry of the claim that the generator gives zero. What remains in each comes from the term `X * (Vᴴ * V)` of the dissipator. Since `X` is an explicit matrix, `simp` has turned the entry of this product into a row of `X` times the matrix `Vᴴ * V`, written with `ᵥ*`, which is `Matrix.vecMul`. There it stops. `Matrix.mul_apply` rewrites an entry of a matrix product, but here `Vᴴ * V` stands whole inside `ᵥ*`, with no indices applied to it.

The repair adds `Matrix.vecMul` and `dotProduct` to the `simp` call. Unfolding these two definitions turns the row-times-matrix product into a sum over entries of `Vᴴ * V`. `Matrix.mul_apply` can now expand those entries, `Fin.sum_univ_succ` writes out the finite sums, and `simp` finishes the arithmetic.

As a diff, the version that Lean accepts:

```diff
@@ -41,5 +41,5 @@
     fin_cases i <;> fin_cases j <;>
       simp [generator, dissipator, comm, decay, imbalance, Matrix.mul_apply,
-        Fin.sum_univ_succ]
+        Matrix.vecMul, dotProduct, Fin.sum_univ_succ]
   · intro h
     have h02 := congrFun (congrFun h.eq 0) 2
```
